# Central-difference Raman derivative near an undamped resonance: too large for short steps, wrong in sign for long ones

The polarizability is modelled as a real function of one vibrational coordinate Q with a single undamped pole:

a(Q) = 1/(D − gQ).

Here D is the detuning, the gap between the electronic transition energy and the photon energy at the equilibrium geometry Q = 0. The vibronic coupling g is the rate at which a displacement closes that gap. Taking D > 0 puts the photon below the transition, and g > 0 fixes the sign of Q so that positive displacements approach resonance. The constant numerator means that the transition strength does not depend on Q, in units where it equals 1.

Raman intensities are often computed from polarizabilities at displaced geometries, and for this one-mode, one-pole model the problems below give the error caused by the finite step. The model leaves out linewidth, the antiresonant term (whose denominator is the sum of the transition and photon energies), further electronic states, the tensor character of the polarizability and numerical noise in its values.

```lean
import Mathlib

noncomputable section

namespace ResonantRamanDifference
```

All quantities are real numbers. At gQ = D Lean's division returns 0, which has no physical meaning, so the theorems keep every geometry they use away from that point.

```lean
/-- Near-resonant polarizability at displacement `Q`, with detuning `D` and vibronic
coupling `g`; its domain is `g * Q ≠ D`. -/
def polarizability (D g Q : ℝ) : ℝ := 1 / (D - g * Q)
```

For a step h > 0, the central difference of a is

C(h) = (a(h) − a(−h))/(2h).

The Lean definition accepts any function `f`.

```lean
/-- Central difference of `f` about the origin with step `h ≠ 0`. -/
def centralDifference (f : ℝ → ℝ) (h : ℝ) : ℝ := (f h - f (-h)) / (2 * h)
```

Richardson extrapolation combines two steps so as to cancel the error of order h²:

R(h) = (4C(h/2) − C(h))/3.

```lean
/-- Richardson extrapolation of the central differences with steps `h` and `h / 2`,
for `h ≠ 0`. -/
def richardson (f : ℝ → ℝ) (h : ℝ) : ℝ :=
  (4 * centralDifference f (h / 2) - centralDifference f h) / 3
```

The relative error of a value u with respect to an exact value v ≠ 0 is

E(u, v) = |u − v|/|v|.

```lean
/-- Relative error of an approximate value with respect to a nonzero exact value. -/
def relativeError (approx exact : ℝ) : ℝ := |approx - exact| / |exact|
```

## (a) Slope of the polarizability away from resonance

Show that, for all real D, g and Q with gQ ≠ D,

a′(Q) = g/(D − gQ)².

**Solution.** The denominator u = D − gQ has derivative −g. By the quotient rule,

a′(Q) = (0·u − 1·(−g))/u² = g/u².

In Lean, `HasDerivAt` says that the function is differentiable at Q with the stated slope. The step `h1` differentiates the denominator and `h2` applies the quotient rule.

```lean
/-- Away from the resonance `g * Q = D`, the polarizability has derivative
`g / (D - g * Q) ^ 2`. -/
theorem hasDerivAt_polarizability (D g Q : ℝ) (hQ : D - g * Q ≠ 0) :
    HasDerivAt (polarizability D g) (g / (D - g * Q) ^ 2) Q := by
  have h0 := ((hasDerivAt_id' Q).const_mul g).const_sub D
  have h1 : HasDerivAt (fun x => D - g * x) (-g) Q := h0.congr_deriv (by ring)
  have h2 := (hasDerivAt_const Q (1 : ℝ)).fun_div h1 hQ
  exact h2.congr_deriv (by ring)
```

## (b) Raman derivative at equilibrium

Show that, for D, g > 0,

a′(0) = g/D² > 0.

**Solution.** Since D ≠ 0, part (a) applies at Q = 0 and gives g/D², a quotient of positive numbers. The exact Raman derivative is Mathlib's `deriv` of the polarizability at 0, and `h.deriv` reads its value off part (a).

```lean
/-- For positive detuning and coupling, the Raman derivative at the equilibrium geometry
is `g / D ^ 2`, and it is positive. -/
theorem ramanDerivative {D g : ℝ} (hD : 0 < D) (hg : 0 < g) :
    deriv (polarizability D g) 0 = g / D ^ 2 ∧ 0 < deriv (polarizability D g) 0 := by
  have h := hasDerivAt_polarizability D g 0 (by simpa using hD.ne')
  have e : deriv (polarizability D g) 0 = g / D ^ 2 := by
    rw [h.deriv]
    simp
  exact ⟨e, by rw [e]; positivity⟩
```

## (c) A denominator that vanishes only at resonance

From here on D, g, h > 0, and x = gh/D is the step measured in units of the distance D/g to the resonance. Show that gh ≠ D implies

1 − x² ≠ 0.

**Solution.** Factor 1 − x² = (1 − x)(1 + x). The first factor is zero only if gh = D, and the second is positive. The Lean proof uses the same factorisation and shows that each factor is nonzero.

```lean
/-- For positive `D`, `g`, `h`, the factor `1 - (g h / D) ^ 2` is nonzero when the
displaced geometry is not exactly at resonance. -/
theorem one_sub_sq_ne_zero {D g h : ℝ} (hD : 0 < D) (hg : 0 < g) (hh : 0 < h)
    (hne : g * h ≠ D) : 1 - (g * h / D) ^ 2 ≠ 0 := by
  have hx : g * h / D ≠ 1 := fun e => hne ((div_eq_one_iff_eq hD.ne').mp e)
  have e : 1 - (g * h / D) ^ 2 = (1 - g * h / D) * (1 + g * h / D) := by ring
  rw [e]
  exact mul_ne_zero (sub_ne_zero.mpr hx.symm) (by positivity)
```

## (d) Closed form of the central difference

Show that, for gh ≠ D,

C(h) = a′(0)/(1 − x²).

**Solution.** Over a common denominator,

a(h) − a(−h) = 1/(D − gh) − 1/(D + gh) = 2gh/(D² − g²h²).

Dividing by 2h and taking out D² gives

C(h) = g/(D² − g²h²) = (g/D²)/(1 − x²),

and g/D² = a′(0) by part (b).

As an example, take D = 2, g = 1, h = 1, so that x = 1/2 and a′(0) = 1/4. Then a(1) = 1 and a(−1) = 1/3, so C(1) = 1/3, in agreement with (1/4)/(3/4).

In Lean, `h3` writes 1 − x² as (D − gh)(D + gh)/D². After that `field_simp` clears the denominators and `ring` compares the two sides.

```lean
/-- For positive `D`, `g`, `h` with `g h ≠ D`, the central difference of the polarizability
is the exact Raman derivative divided by `1 - (g h / D) ^ 2`. -/
theorem centralDifference_eq {D g h : ℝ} (hD : 0 < D) (hg : 0 < g) (hh : 0 < h)
    (hne : g * h ≠ D) :
    centralDifference (polarizability D g) h =
      deriv (polarizability D g) 0 / (1 - (g * h / D) ^ 2) := by
  have h1 : D - g * h ≠ 0 := sub_ne_zero.mpr hne.symm
  have h2 : D + g * h ≠ 0 := by positivity
  have h3 : 1 - (g * h / D) ^ 2 = (D - g * h) * (D + g * h) / D ^ 2 := by
    field_simp
    ring
  have h4 : D - g * (-h) = D + g * h := by ring
  rw [(ramanDerivative hD hg).1, h3]
  unfold centralDifference polarizability
  rw [h4]
  -- both sides are `g / (D ^ 2 - (g h) ^ 2)`
  field_simp
  ring
```

## (e) Direction of the error

Show that

C(h) > a′(0) if gh < D, and C(h) < 0 if gh > D.

**Solution.** If gh < D, then 0 < 1 − x² < 1, and dividing the positive number a′(0) by it gives something larger. If gh > D, then 1 − x² < 0 and the quotient is negative, although a′(0) is positive. In that case the geometry at +h lies on the far side of the pole. With D = 2, g = 1, h = 3, for instance, a(3) = −1 and a(−3) = 1/5, so C(3) = −1/5.

For the first claim, `lt_div_iff₀` reduces the inequality to a′(0)(1 − x²) < a′(0), which follows from a′(0)x² > 0. The second is the sign rule `div_neg_of_pos_of_neg`.

```lean
/-- For positive `D`, `g`, `h`, the central difference exceeds the exact Raman derivative
if `g h < D`, and is negative if `g h > D`. -/
theorem centralDifference_bias {D g h : ℝ} (hD : 0 < D) (hg : 0 < g) (hh : 0 < h) :
    (g * h < D →
      deriv (polarizability D g) 0 < centralDifference (polarizability D g) h) ∧
    (D < g * h → centralDifference (polarizability D g) h < 0) := by
  have hs := (ramanDerivative hD hg).2
  have hx : 0 < g * h / D := by positivity
  constructor
  · intro hlt
    have hx1 : g * h / D < 1 := (div_lt_one hD).mpr hlt
    rw [centralDifference_eq hD hg hh hlt.ne]
    generalize g * h / D = x at *
    rw [lt_div_iff₀ (by nlinarith)]
    nlinarith [mul_pos hs (pow_pos hx 2)]
  · intro hgt
    have hx1 : 1 < g * h / D := (one_lt_div hD).mpr hgt
    rw [centralDifference_eq hD hg hh hgt.ne']
    exact div_neg_of_pos_of_neg hs (by nlinarith)
```

## (f) Relative error of a rescaled value

Show that, for s ≠ 0 and any real c,

E(sc, s) = |c − 1|.

**Solution.** Since sc − s = (c − 1)s, the error is |c − 1||s|/|s|, and |s| cancels. The Lean proof makes the same factorisation in `e` and then cancels.

```lean
/-- If an approximation is `c` times a nonzero exact value, its relative error is
`|c - 1|`. -/
theorem relativeError_mul {s : ℝ} (hs : s ≠ 0) (c : ℝ) :
    relativeError (s * c) s = |c - 1| := by
  have e : s * c - s = (c - 1) * s := by ring
  rw [relativeError, e, abs_mul, mul_div_assoc, div_self (abs_ne_zero.mpr hs), mul_one]
```

## (g) Relative error of the central difference

Show that, for gh ≠ D,

E(C(h), a′(0)) = x²/|1 − x²|.

**Solution.** By part (d), C(h) is a′(0) times c = 1/(1 − x²), and

c − 1 = x²/(1 − x²).

Part (f) gives the error as the absolute value of this, where x² ≥ 0. The identity for c − 1 is the step `key` in Lean, and part (c) supplies the nonzero denominator it needs.

```lean
/-- For positive `D`, `g`, `h` with `g h ≠ D`, the relative error of the central difference
is `x ^ 2 / |1 - x ^ 2|` with `x = g h / D`. -/
theorem relativeError_centralDifference {D g h : ℝ} (hD : 0 < D) (hg : 0 < g) (hh : 0 < h)
    (hne : g * h ≠ D) :
    relativeError (centralDifference (polarizability D g) h)
      (deriv (polarizability D g) 0) = (g * h / D) ^ 2 / |1 - (g * h / D) ^ 2| := by
  have key : ∀ y : ℝ, 1 - y ≠ 0 → (1 - y)⁻¹ - 1 = y / (1 - y) := by
    intro y hy
    rw [eq_div_iff hy, sub_mul, inv_mul_cancel₀ hy]
    ring
  rw [(centralDifference_eq hD hg hh hne).trans (div_eq_mul_inv _ _),
    relativeError_mul (ramanDerivative hD hg).2.ne',
    key _ (one_sub_sq_ne_zero hD hg hh hne), abs_div, abs_of_nonneg (sq_nonneg _)]
```

## (h) Step size for a given tolerance

Let gh < D and r > 0. Show that

E(C(h), a′(0)) ≤ r if and only if x² ≤ r/(1 + r).

**Solution.** Now 1 − x² > 0, so the absolute value in part (g) can be removed. The following are equivalent:

x²/(1 − x²) ≤ r

x² ≤ r(1 − x²)

(1 + r)x² ≤ r.

Dividing the last line by 1 + r > 0 gives the criterion. For a tolerance of 1 %, it reads x² ≤ 1/101, so the step may cover about a tenth of the distance to resonance.

The equivalence becomes false if gh < D is relaxed to gh ≠ D. For D = 2, g = 1, h = 4 we have x = 2 and relative error 4/3. This is below r = 2, yet x² = 4 exceeds r/(1 + r) = 2/3.

In Lean, `div_le_iff₀` and `le_div_iff₀` clear the two denominators, and `nlinarith` proves each direction.

```lean
/-- Step-size criterion: for positive `D`, `g`, `h` with `g h < D`, the relative error of the
central difference is at most `r > 0` exactly when `(g h / D) ^ 2 ≤ r / (1 + r)`. -/
theorem relativeError_le_iff {D g h r : ℝ} (hD : 0 < D) (hg : 0 < g) (hh : 0 < h)
    (hlt : g * h < D) (hr : 0 < r) :
    relativeError (centralDifference (polarizability D g) h)
      (deriv (polarizability D g) 0) ≤ r ↔ (g * h / D) ^ 2 ≤ r / (1 + r) := by
  have hx : 0 < g * h / D := by positivity
  have hx1 : g * h / D < 1 := (div_lt_one hD).mpr hlt
  rw [relativeError_centralDifference hD hg hh hlt.ne]
  generalize g * h / D = x at *
  have hpos : 0 < 1 - x ^ 2 := by nlinarith
  rw [abs_of_pos hpos, div_le_iff₀ hpos, le_div_iff₀ (by linarith)]
  constructor <;> intro H <;> nlinarith
```

## (i) Closed form of the Richardson value

Show that, for gh ≠ D and gh ≠ 2D,

R(h) = a′(0)·(1 − x⁴/((4 − x²)(1 − x²))).

**Solution.** The second condition keeps the half step away from resonance. Replacing x by x/2 in part (d) gives C(h/2) = 4a′(0)/(4 − x²). Hence

R(h) = (a′(0)/3)·(16/(4 − x²) − 1/(1 − x²))

= a′(0)·(4 − 5x²)/((4 − x²)(1 − x²)).

The denominator expands to 4 − 5x² + x⁴, so the numerator is the denominator minus x⁴, which gives the stated form.

The Lean proof inserts part (d) at both steps, with `e` rewriting the half-step factor as (4 − x²)/4, and leaves the algebra to `field_simp` and `ring`.

```lean
/-- For positive `D`, `g`, `h` with `g h` equal to neither `D` nor `2 D`, Richardson
extrapolation multiplies the exact Raman derivative by
`1 - x ^ 4 / ((4 - x ^ 2) (1 - x ^ 2))`, where `x = g h / D`. -/
theorem richardson_eq {D g h : ℝ} (hD : 0 < D) (hg : 0 < g) (hh : 0 < h)
    (hne : g * h ≠ D) (hne2 : g * h ≠ 2 * D) :
    richardson (polarizability D g) h = deriv (polarizability D g) 0 *
      (1 - (g * h / D) ^ 4 / ((4 - (g * h / D) ^ 2) * (1 - (g * h / D) ^ 2))) := by
  have hhalf : g * (h / 2) ≠ D := fun e => hne2 (by linarith)
  have h1 := one_sub_sq_ne_zero hD hg hh hne
  have h2 := one_sub_sq_ne_zero hD hg (half_pos hh) hhalf
  have e : 1 - (g * (h / 2) / D) ^ 2 = (4 - (g * h / D) ^ 2) / 4 := by ring
  rw [richardson, centralDifference_eq hD hg (half_pos hh) hhalf,
    centralDifference_eq hD hg hh hne, e]
  rw [e] at h2
  generalize g * h / D = x at *
  generalize deriv (polarizability D g) 0 = s
  have h4 : 4 - x ^ 2 ≠ 0 := fun h0 => h2 (by rw [h0, zero_div])
  field_simp
  ring
```

## (j) Richardson value compared with the full-step difference

Show that, for gh < D,

R(h) < a′(0) and E(R(h), a′(0)) < E(C(h), a′(0)).

**Solution.** Put q = x⁴/((4 − x²)(1 − x²)). Since 0 < x < 1, q is positive, so R(h) = a′(0)(1 − q) is smaller than a′(0), and its relative error is q by part (f). Dividing q by the error x²/(1 − x²) of the central difference leaves

x²/(4 − x²),

which is less than 1 because 2x² < 4.

In the example D = 2, g = 1, h = 1, the half step gives C(1/2) = 4/15 and therefore R(1) = 11/45. The relative error falls from 1/3 to 1/45.

The comparison is with the full step only. The half-step value C(h/2), which R(h) also uses, has relative error x²/(4 − x²), and this is smaller than q when 1/2 < x² < 1. For 4/5 < x² < 1 the factor 1 − q is negative, so R(h) has the wrong sign.

In Lean, `hq2` is the comparison of the two errors. It is cross-multiplied and follows from x²(1 − x²)(4 − 2x²) > 0.

```lean
/-- For positive `D`, `g`, `h` with `g h < D`, the Richardson value lies below the exact Raman
derivative and has a smaller relative error than the central difference of step `h`. -/
theorem richardson_improves {D g h : ℝ} (hD : 0 < D) (hg : 0 < g) (hh : 0 < h)
    (hlt : g * h < D) :
    richardson (polarizability D g) h < deriv (polarizability D g) 0 ∧
    relativeError (richardson (polarizability D g) h) (deriv (polarizability D g) 0) <
      relativeError (centralDifference (polarizability D g) h)
        (deriv (polarizability D g) 0) := by
  have hs := (ramanDerivative hD hg).2
  have hx : 0 < g * h / D := by positivity
  have hx1 : g * h / D < 1 := (div_lt_one hD).mpr hlt
  have hne2 : g * h ≠ 2 * D := (by linarith : g * h < 2 * D).ne
  rw [relativeError_centralDifference hD hg hh hlt.ne,
    richardson_eq hD hg hh hlt.ne hne2, relativeError_mul hs.ne']
  generalize g * h / D = x at *
  have hpos : 0 < 1 - x ^ 2 := by nlinarith
  have hpos4 : 0 < 4 - x ^ 2 := by linarith
  have hq : 0 < x ^ 4 / ((4 - x ^ 2) * (1 - x ^ 2)) := by
    exact div_pos (pow_pos hx 4) (mul_pos hpos4 hpos)
  -- the fourth-order error is below the second-order one
  have hq2 : x ^ 4 / ((4 - x ^ 2) * (1 - x ^ 2)) < x ^ 2 / (1 - x ^ 2) := by
    rw [div_lt_div_iff₀ (mul_pos hpos4 hpos) hpos]
    have h2 : 0 < 4 - 2 * x ^ 2 := by linarith
    nlinarith [mul_pos (mul_pos (pow_pos hx 2) hpos) h2]
  generalize x ^ 4 / ((4 - x ^ 2) * (1 - x ^ 2)) = q at *
  constructor
  · nlinarith [mul_pos hs hq]
  · have e : 1 - q - 1 = -q := by ring
    rw [e, abs_neg, abs_of_pos hq, abs_of_pos hpos]
    exact hq2

end ResonantRamanDifference
```

```lean
#print axioms ResonantRamanDifference.centralDifference_bias
#print axioms ResonantRamanDifference.relativeError_le_iff
#print axioms ResonantRamanDifference.richardson_improves
```

```
'ResonantRamanDifference.centralDifference_bias' depends on axioms: [propext, Classical.choice, Quot.sound]
'ResonantRamanDifference.relativeError_le_iff' depends on axioms: [propext, Classical.choice, Quot.sound]
'ResonantRamanDifference.richardson_improves' depends on axioms: [propext, Classical.choice, Quot.sound]
```
